# For a Hermitian reaction matrix K with eigenvalues k_j, the determinant of S is exp(2i Σ arctan k_j)

An electron that meets an impurity at a fixed energy can leave in any of several open channels, for instance different partial waves or different modes of a wire. A calculation with real standing-wave boundary conditions delivers the reaction matrix $K$, which mixes these channels. The scattering matrix $S=(1+iK)(1-iK)^{-1}$ then relates outgoing to incoming amplitudes. With one channel there is one phase shift $\delta$, and $S=e^{2i\delta}$. With several coupled channels, the question is which phase takes the place of $\delta$ in $\det S$, and how to read it off from $K$.

The answer is the sum of the phase shifts in the eigenchannels of $K$. For non-interacting electrons and finitely many channels, this sum, once each phase shift is followed continuously in energy, is the phase that enters Friedel's treatment of the states displaced by an impurity.

## Channels, eigenchannels and phases

The channels form a finite set `n`, and $K$ is a complex matrix indexed by it. Nothing is assumed about the size of the set or about the potential behind $K$.

```lean
import Mathlib

open Matrix

namespace EigenphaseSum

noncomputable section

variable {n : Type*} [Fintype n] [DecidableEq n] {K : Matrix n n ℂ}
```

The sign convention is fixed by the definition of $S$: a positive eigenvalue of $K$ gives a positive phase shift.

```lean
/-- The scattering matrix `S = (1 + iK)(1 - iK)⁻¹` built from the reaction matrix `K`. -/
def scatteringMatrix (K : Matrix n n ℂ) : Matrix n n ℂ :=
  (1 + Complex.I • K) * (1 - Complex.I • K)⁻¹
```

The physical hypothesis is that $K$ is Hermitian, `K.IsHermitian`. With channel amplitudes normalised to unit flux, it stands for conservation of flux among the channels kept: there is no absorption, and no open channel has been left out. A Hermitian $K$ has real eigenvalues $k_j$ and an orthonormal set of eigenvectors, the eigenchannels. Let $U$ be the matrix with these vectors as columns.

```lean
/-- The matrix whose columns are the orthonormal eigenchannels of `K`. -/
def eigenchannels (hK : K.IsHermitian) : Matrix n n ℂ :=
  (hK.eigenvectorUnitary : Matrix n n ℂ)
```

In eigenchannel $j$ the phase shift is $\delta_j=\arctan k_j$, so that $k_j=\tan\delta_j$.

```lean
/-- The phase shift `δ_j = arctan k_j` of the eigenchannel `j`. -/
def eigenphase (hK : K.IsHermitian) (j : n) : ℝ :=
  Real.arctan (hK.eigenvalues j)
```

The arctangent places every $\delta_j$ strictly between $-\pi/2$ and $\pi/2$. A phase shift followed continuously in energy may differ from this value by a multiple of $\pi$, which leaves $e^{2i\delta_j}$ unchanged. The eigenphase sum is
$$\Theta=\sum_j\delta_j=\sum_j\arctan k_j .$$

```lean
/-- The eigenphase sum: the phase shifts added over all eigenchannels. -/
def eigenphaseSum (hK : K.IsHermitian) : ℝ :=
  ∑ j, eigenphase hK j
```

## One channel

For a real number $k$ put $\delta=\arctan k$. Then $\sin\delta=k\cos\delta$ and $\cos^2\delta\,(1+k^2)=1$, so
$$e^{2i\delta}=(\cos\delta+i\sin\delta)^2=\cos^2\delta\,(1+ik)^2 .$$
Multiplying by $1-ik$ and using $(1+ik)(1-ik)=1+k^2$ gives
$$e^{2i\delta}(1-ik)=\cos^2\delta\,(1+k^2)(1+ik)=1+ik .$$

```lean
/-- In a single channel, `1 + ik` is `1 - ik` turned by twice the phase shift `arctan k`. -/
theorem one_channel_phase (k : ℝ) :
    1 + Complex.I * (k : ℂ) =
      Complex.exp (2 * Complex.I * (Real.arctan k : ℝ)) * (1 - Complex.I * (k : ℂ)) := by
  have hpos : (1 + k ^ 2 : ℝ) ≠ 0 := by positivity
  have hc : Real.cos (Real.arctan k) ^ 2 * (1 + k ^ 2) = 1 := by
    rw [Real.cos_sq_arctan]
    exact one_div_mul_cancel hpos
  have hcC : ((Real.cos (Real.arctan k) : ℝ) : ℂ) ^ 2 * (1 + (k : ℂ) ^ 2) = 1 := by
    exact_mod_cast hc
  have hs := Real.tan_arctan k
  rw [Real.tan_eq_sin_div_cos, div_eq_iff (Real.cos_arctan_pos k).ne'] at hs
  -- the double phase is the square of `cos δ + i sin δ`
  have he : Complex.exp (2 * Complex.I * (Real.arctan k : ℝ)) =
      (((Real.cos (Real.arctan k) : ℝ) : ℂ)
        + ((Real.sin (Real.arctan k) : ℝ) : ℂ) * Complex.I) ^ 2 := by
    rw [Complex.ofReal_cos, Complex.ofReal_sin, ← Complex.exp_mul_I, ← Complex.exp_nat_mul]
    congr 1
    push_cast
    ring
  rw [he, hs, Complex.ofReal_mul]
  linear_combination (-(1 + Complex.I * (k : ℂ))) * hcC
    + (1 + Complex.I * (k : ℂ)) * ((Real.cos (Real.arctan k) : ℝ) : ℂ) ^ 2 * (k : ℂ) ^ 2
      * Complex.I_sq
```

The facts `hc` and `hs` are the two trigonometric relations, and `he` writes the exponential as a square. The final `linear_combination` carries out the multiplication, with `Complex.I_sq` supplying $i^2=-1$.

## Moving to the eigenchannels

The eigenvectors are orthonormal and span the whole channel space, so $UU^*=U^*U=1$, where the star is the conjugate transpose.

```lean
/-- The eigenchannels are orthonormal and complete. -/
theorem eigenchannels_unitary (hK : K.IsHermitian) :
    eigenchannels hK * star (eigenchannels hK) = 1 ∧
      star (eigenchannels hK) * eigenchannels hK = 1 :=
  ⟨Matrix.mem_unitaryGroup_iff.mp hK.eigenvectorUnitary.2,
    Matrix.mem_unitaryGroup_iff'.mp hK.eigenvectorUnitary.2⟩
```

The spectral theorem says $K=U\,\mathrm{diag}(k_j)\,U^*$. For any complex number $c$, replacing $1$ by $UU^*$ gives
$$1+cK=UU^*+c\,U\,\mathrm{diag}(k_j)\,U^*=U\,\mathrm{diag}(1+ck_j)\,U^* .$$

```lean
/-- In the eigenchannels of `K` the matrix `1 + cK` is diagonal with entries `1 + c k_j`. -/
theorem one_add_smul_eq (hK : K.IsHermitian) (c : ℂ) :
    1 + c • K = eigenchannels hK * diagonal (fun j => 1 + c * (hK.eigenvalues j : ℂ))
      * star (eigenchannels hK) := by
  have hs : K = eigenchannels hK * diagonal (fun j => (hK.eigenvalues j : ℂ))
      * star (eigenchannels hK) :=
    hK.spectral_theorem.trans (by rfl)
  have hD : 1 + c • diagonal (fun j => (hK.eigenvalues j : ℂ)) =
      diagonal (fun j => 1 + c * (hK.eigenvalues j : ℂ)) := by
    ext i j
    by_cases h : i = j
    · subst h
      simp
    · simp [h]
  calc 1 + c • K = eigenchannels hK * star (eigenchannels hK)
        + c • (eigenchannels hK * diagonal (fun j => (hK.eigenvalues j : ℂ))
          * star (eigenchannels hK)) := by
        rw [(eigenchannels_unitary hK).1, ← hs]
    _ = eigenchannels hK * (1 + c • diagonal (fun j => (hK.eigenvalues j : ℂ)))
          * star (eigenchannels hK) := by
        simp only [mul_add, add_mul, mul_one, Matrix.mul_smul, Matrix.smul_mul]
    _ = _ := by rw [hD]
```

The `calc` block follows this line from left to right: it inserts $UU^*$, takes $U$ and $U^*$ outside, and merges the diagonal matrices by `hD`. Keeping $c$ general lets one lemma serve both $1+iK$ and $1-iK$.

Determinants are equally simple in this form. For any diagonal entries $d_j$,
$$\det\big(U\,\mathrm{diag}(d_j)\,U^*\big)=\det U\,\det U^*\prod_j d_j=\prod_j d_j,$$
because $\det U\,\det U^*=\det(UU^*)=1$.

```lean
/-- A matrix that is diagonal in the eigenchannels has the product of its diagonal entries
as determinant. -/
theorem det_eigenchannel_diagonal (hK : K.IsHermitian) (d : n → ℂ) :
    (eigenchannels hK * diagonal d * star (eigenchannels hK)).det = ∏ j, d j := by
  have h : (eigenchannels hK).det * (star (eigenchannels hK)).det = 1 := by
    rw [← Matrix.det_mul, (eigenchannels_unitary hK).1, Matrix.det_one]
  rw [Matrix.det_mul, Matrix.det_mul, Matrix.det_diagonal]
  linear_combination (∏ j, d j) * h
```

## The inverse in S exists

Taking $c=-i$ in the last two results,
$$\det(1-iK)=\prod_j(1-ik_j).$$
Each $k_j$ is real, so each factor has real part $1$ and cannot vanish. The product is therefore nonzero.

```lean
/-- For a Hermitian reaction matrix the determinant of `1 - iK` is invertible. -/
theorem isUnit_det_one_sub (hK : K.IsHermitian) : IsUnit (1 - Complex.I • K).det := by
  have hm : 1 - Complex.I • K = 1 + (-Complex.I) • K := by
    rw [neg_smul, sub_eq_add_neg]
  rw [isUnit_iff_ne_zero, hm, one_add_smul_eq hK, det_eigenchannel_diagonal]
  refine Finset.prod_ne_zero_iff.mpr fun j _ h => ?_
  -- every factor has real part one
  have hre := congrArg Complex.re h
  simp at hre
```

This step gives the definition of $S$ its intended meaning, since Lean assigns the value zero to the inverse of a singular matrix. The proof supposes that one factor is zero, compares real parts, and reaches the contradiction $1=0$.

## S is diagonal in the eigenchannels

Let $W=U\,\mathrm{diag}(e^{2i\delta_j})\,U^*$. The one-channel identity holds in every diagonal entry, so
$$1+iK=U\,\mathrm{diag}\big(e^{2i\delta_j}(1-ik_j)\big)\,U^*
=U\,\mathrm{diag}(e^{2i\delta_j})\,U^*\,U\,\mathrm{diag}(1-ik_j)\,U^*=W(1-iK).$$
Multiplying on the right by $(1-iK)^{-1}$ leaves $S=W$.

```lean
/-- In the eigenchannels of `K` the scattering matrix is diagonal with entries
`exp(2i δ_j)`. -/
theorem scatteringMatrix_eq (hK : K.IsHermitian) :
    scatteringMatrix K = eigenchannels hK
      * diagonal (fun j => Complex.exp (2 * Complex.I * (eigenphase hK j : ℂ)))
      * star (eigenchannels hK) := by
  have hm : 1 - Complex.I • K = eigenchannels hK
      * diagonal (fun j => 1 + (-Complex.I) * (hK.eigenvalues j : ℂ))
      * star (eigenchannels hK) := by
    rw [← one_add_smul_eq hK (-Complex.I), neg_smul, sub_eq_add_neg]
  have hd : diagonal (fun j => 1 + Complex.I * (hK.eigenvalues j : ℂ)) =
      diagonal (fun j => Complex.exp (2 * Complex.I * (eigenphase hK j : ℂ)))
        * diagonal (fun j => 1 + (-Complex.I) * (hK.eigenvalues j : ℂ)) := by
    rw [Matrix.diagonal_mul_diagonal]
    refine congrArg diagonal (funext fun j => ?_)
    rw [neg_mul, ← sub_eq_add_neg]
    exact one_channel_phase (hK.eigenvalues j)
  -- the one-channel identity, lifted to matrices
  have h1 : 1 + Complex.I • K = (eigenchannels hK
      * diagonal (fun j => Complex.exp (2 * Complex.I * (eigenphase hK j : ℂ)))
      * star (eigenchannels hK)) * (1 - Complex.I • K) := by
    rw [hm, one_add_smul_eq hK Complex.I, hd]
    simp only [mul_assoc]
    rw [← mul_assoc (star (eigenchannels hK)) (eigenchannels hK),
      (eigenchannels_unitary hK).2, one_mul]
  unfold scatteringMatrix
  rw [h1, mul_assoc, Matrix.mul_nonsing_inv _ (isUnit_det_one_sub hK), mul_one]
```

In the proof, `hd` is the entrywise identity and `h1` is the matrix equation $1+iK=W(1-iK)$. The last line cancels the inverse by means of `isUnit_det_one_sub`. The theorem says that $S$ has the same eigenchannels as $K$ and multiplies each by a pure phase, from which the unitarity of $S$ can be read off.

## The determinant

Applying the determinant rule to $S=W$ gives
$$\det S=\prod_j e^{2i\delta_j}=e^{2i\sum_j\delta_j}=e^{2i\Theta}.$$

```lean
/-- The determinant of the scattering matrix is `exp(2i ∑_j arctan k_j)`, with `k_j` the
eigenvalues of the Hermitian reaction matrix. -/
theorem det_scatteringMatrix (hK : K.IsHermitian) :
    (scatteringMatrix K).det = Complex.exp (2 * Complex.I * (eigenphaseSum hK : ℂ)) := by
  rw [scatteringMatrix_eq hK, det_eigenchannel_diagonal, ← Complex.exp_sum, eigenphaseSum,
    Complex.ofReal_sum, Finset.mul_sum]
```

In words: for every finite set of channels and every Hermitian $K$ on it, the determinant of the matrix `scatteringMatrix K` equals the exponential of $2i$ times the real number `eigenphaseSum hK`. The argument `hK` is the Hermiticity of $K$, which is needed before its real eigenvalues can be named. The proof turns the product of exponentials into the exponential of a sum and takes the factor $2i$ outside.

## When the determinant is one

An exponential $e^z$ equals $1$ exactly when $z=2\pi i m$ for an integer $m$. With $z=2i\Theta$ this reads $\Theta=m\pi$.

```lean
/-- The determinant of `S` equals one exactly when the eigenphase sum is an integer
multiple of `π`. -/
theorem det_eq_one_iff (hK : K.IsHermitian) :
    (scatteringMatrix K).det = 1 ↔ ∃ m : ℤ, eigenphaseSum hK = m * Real.pi := by
  rw [det_scatteringMatrix hK, Complex.exp_eq_one_iff]
  have h2 : (2 * Complex.I : ℂ) ≠ 0 := mul_ne_zero two_ne_zero Complex.I_ne_zero
  constructor
  · rintro ⟨m, hm⟩
    refine ⟨m, Complex.ofReal_injective (mul_left_cancel₀ h2 ?_)⟩
    rw [hm]
    push_cast
    ring
  · rintro ⟨m, hm⟩
    refine ⟨m, ?_⟩
    rw [hm]
    push_cast
    ring
```

The two directions of the proof divide by $2i$ and multiply by it. The condition doesn't mean that scattering is absent. Two channels with $k=1$ and $k=-1$ have $\Theta=0$ and $\det S=1$, while the eigenvalues of $S$ are $i$ and $-i$. Three channels with $k=\sqrt3$ each have $\Theta=\pi$.

## The trace and the strength of scattering

The determinant depends only on the total phase, in which positive and negative phase shifts can cancel. The real part of the trace measures the strength of the scattering without such cancellation. By cyclicity, $\operatorname{tr}S=\sum_j e^{2i\delta_j}$, and the real part of each term is $\cos2\delta_j=1-2\sin^2\delta_j$. Hence
$$\operatorname{Re}\operatorname{tr}(1-S)=\sum_j\big(1-\cos2\delta_j\big)=2\sum_j\sin^2\delta_j .$$

```lean
/-- The real part of the trace of `1 - S` is twice the sum of `sin² δ_j` over the
eigenchannels. -/
theorem re_trace_one_sub (hK : K.IsHermitian) :
    (1 - scatteringMatrix K).trace.re = 2 * ∑ j, Real.sin (eigenphase hK j) ^ 2 := by
  have ht : (scatteringMatrix K).trace =
      ∑ j, Complex.exp (2 * Complex.I * (eigenphase hK j : ℂ)) := by
    rw [scatteringMatrix_eq hK, Matrix.trace_mul_comm, ← mul_assoc,
      (eigenchannels_unitary hK).2, one_mul, Matrix.trace_diagonal]
  have hre : ∀ j, (Complex.exp (2 * Complex.I * (eigenphase hK j : ℂ))).re =
      1 - 2 * Real.sin (eigenphase hK j) ^ 2 := by
    intro j
    have ha : 2 * Complex.I * (eigenphase hK j : ℂ) =
        ((2 * eigenphase hK j : ℝ) : ℂ) * Complex.I := by
      push_cast
      ring
    rw [ha, Complex.exp_ofReal_mul_I_re, Real.cos_two_mul]
    linarith [Real.sin_sq_add_cos_sq (eigenphase hK j)]
  rw [Matrix.trace_sub, Matrix.trace_one, ht, Complex.sub_re, Complex.re_sum,
    Finset.sum_congr rfl (fun j _ => hre j), Finset.sum_sub_distrib, Finset.mul_sum]
  simp
```

Here `ht` is the trace of $S$ and `hre` is the real part of one term. For a spherical potential, with each pair $(\ell,m)$ of angular momentum labels counted as a channel and finitely many partial waves kept, $\sum_j\sin^2\delta_j$ is the total elastic cross section up to the factor $4\pi/p^2$, where $p$ is the wave number.

## The derivative in energy

Now let $K$ depend on the energy $E$, and suppose that each eigenvalue $k_j(E)$ has a derivative $k_j'$ at $E_0$. The derivative of the arctangent gives
$$\Theta'(E_0)=\sum_j\frac{k_j'}{1+k_j(E_0)^2},$$
and the chain rule applied to $\det S=e^{2i\Theta}$ gives
$$\frac{d}{dE}\det S\,\Big|_{E_0}=2i\sum_j\frac{k_j'}{1+k_j(E_0)^2}\;\det S(E_0).$$

```lean
/-- If the eigenvalues of `K(E)` are differentiable at `E₀` with slopes `k'_j`, then the energy
derivative of `det S` there is `2i ∑_j k'_j / (1 + k_j²)` times `det S`. -/
theorem hasDerivAt_det_scatteringMatrix {K : ℝ → Matrix n n ℂ}
    (hK : ∀ E, (K E).IsHermitian) {E₀ : ℝ} {k' : n → ℝ}
    (hk : ∀ j, HasDerivAt (fun E => (hK E).eigenvalues j) (k' j) E₀) :
    HasDerivAt (fun E => (scatteringMatrix (K E)).det)
      (2 * Complex.I * ((∑ j, k' j / (1 + (hK E₀).eigenvalues j ^ 2) : ℝ) : ℂ)
        * (scatteringMatrix (K E₀)).det) E₀ := by
  -- slope of the eigenphase sum
  have hsum : HasDerivAt (fun E => eigenphaseSum (hK E))
      (∑ j, k' j / (1 + (hK E₀).eigenvalues j ^ 2)) E₀ := by
    simp only [eigenphaseSum, eigenphase]
    refine (HasDerivAt.fun_sum (u := Finset.univ) (fun j _ => (hk j).arctan)).congr_deriv ?_
    exact Finset.sum_congr rfl fun j _ => by ring
  have h := (hsum.ofReal_comp.const_mul (2 * Complex.I)).cexp
  have hfun : (fun E => (scatteringMatrix (K E)).det) =
      fun E => Complex.exp (2 * Complex.I * (eigenphaseSum (hK E) : ℂ)) :=
    funext fun E => det_scatteringMatrix (hK E)
  rw [hfun, det_scatteringMatrix (hK E₀)]
  exact h.congr_deriv (by ring)

end

end EigenphaseSum
```

The fact `hsum` is the slope of $\Theta$, and `hfun` replaces the determinant by its exponential form at every energy. The theorem takes $K(E)$ to be Hermitian for all $E$; this hypothesis is used in that replacement and also in `hk`, which names the eigenvalues as functions of $E$. The slopes $k_j'$ are real numbers supplied by the hypothesis `hk`.

Friedel's density-of-states formula equates the change in the density of states with $\frac{1}{2\pi i}\frac{d}{dE}\ln\det S=\Theta'/\pi$. The theorem supplies the right-hand side of that relation. Its link to the spectrum of a Hamiltonian is a separate piece of scattering theory, and no Hamiltonian enters here.

## Differentiating K in place of its eigenvalues

The hypothesis on the eigenvalues is more restrictive than it looks, because Mathlib lists them in decreasing order. If two smooth branches $E$ and $-E$ cross at zero, the ordered eigenvalues are $|E|$ and $-|E|$, which have no derivative there, although $\det S$ is perfectly smooth.

A different model would assume that the matrix $K(E)$ itself is differentiable, with derivative $K'$. Differentiating the determinants of $1+iK$ and $1-iK$ directly would then lead to
$$\frac{d}{dE}\det S=2i\,\operatorname{tr}\!\big[(1+K^2)^{-1}K'\big]\det S .$$
This version would hold through crossings and would need no eigenvalue slopes, which suits a numerical $K$ matrix known on an energy grid. The price is that the contributions of the individual eigenchannels would no longer be visible in the statement. Both versions leave out energies at which $K$ has a pole, as happens when an eigenchannel's phase shift passes through $\pi/2$, for instance near a resonance.

```lean
#print axioms EigenphaseSum.det_scatteringMatrix
-- 'EigenphaseSum.det_scatteringMatrix' depends on axioms: [propext, Classical.choice, Quot.sound]
#print axioms EigenphaseSum.det_eq_one_iff
-- 'EigenphaseSum.det_eq_one_iff' depends on axioms: [propext, Classical.choice, Quot.sound]
#print axioms EigenphaseSum.re_trace_one_sub
-- 'EigenphaseSum.re_trace_one_sub' depends on axioms: [propext, Classical.choice, Quot.sound]
#print axioms EigenphaseSum.hasDerivAt_det_scatteringMatrix
-- 'EigenphaseSum.hasDerivAt_det_scatteringMatrix' depends on axioms: [propext, Classical.choice, Quot.sound]
```
